# A short enough charge transfer from the range of P to the range of 1 − P keeps a one-particle density matrix admissible

In a finite real basis, let P be a symmetric one-particle density matrix with 0 ≤ P ≤ 1 and trace N, and let v = Pa and w = (1 − P)b. The theorem says that P + t(|v|² wwᵀ − |w|² vvᵀ) satisfies the same conditions for every t from 0 up to some positive T. The vectors need not be normalised or orthogonal; if both are nonzero, the step adds t|v|²|w|² times the projector onto w and subtracts the same multiple of the projector onto v. The attempt takes T = 1/(1 + |w|² a·Pa + |v|² b·(1 − P)b) and uses the Cauchy-Schwarz inequality for the forms of P and 1 − P to show that neither bound is broken.

Lean 4 with Mathlib refuses this proof:

```lean
import Mathlib

open Matrix Filter Topology

namespace TransferIsDensity

noncomputable section

variable {n : Type*} [Fintype n]

/-- Admissible one-particle density matrices: real symmetric, with `0 ≤ P ≤ 1` as quadratic
forms, and with trace `N`. -/
def IsDensity (N : ℝ) (P : Matrix n n ℝ) : Prop :=
  P.IsSymm ∧ (∀ x, 0 ≤ x ⬝ᵥ P *ᵥ x) ∧ (∀ x, x ⬝ᵥ P *ᵥ x ≤ x ⬝ᵥ x) ∧ P.trace = N

/-- The traceless direction `|v|² w wᵀ - |w|² v vᵀ`, which moves charge from `v` to `w`. -/
def transfer (v w : n → ℝ) : Matrix n n ℝ :=
  (v ⬝ᵥ v) • vecMulVec w w - (w ⬝ᵥ w) • vecMulVec v v

lemma symm_dot {Q : Matrix n n ℝ} (hs : Q.IsSymm) (a x : n → ℝ) :
    (Q *ᵥ a) ⬝ᵥ x = a ⬝ᵥ Q *ᵥ x := by
  rw [Matrix.dotProduct_mulVec, ← Matrix.mulVec_transpose, hs.eq]

lemma dot_self_nonneg (v : n → ℝ) : 0 ≤ v ⬝ᵥ v :=
  Finset.sum_nonneg fun i _ => mul_self_nonneg (v i)

lemma outer_form (v x : n → ℝ) : x ⬝ᵥ vecMulVec v v *ᵥ x = (v ⬝ᵥ x) ^ 2 := by
  have h : vecMulVec v v *ᵥ x = (v ⬝ᵥ x) • v := by
    ext i
    simp only [Matrix.mulVec, dotProduct, vecMulVec_apply, Pi.smul_apply, smul_eq_mul,
      Finset.sum_mul]
    exact Finset.sum_congr rfl fun j _ => by ring
  rw [h, dotProduct_smul, smul_eq_mul, dotProduct_comm x v]
  ring

lemma transfer_symm (v w : n → ℝ) : (transfer v w).IsSymm :=
  Matrix.IsSymm.ext fun i j => by
    simp only [transfer, Matrix.sub_apply, Matrix.smul_apply, vecMulVec_apply, smul_eq_mul]
    ring

/-- Cauchy-Schwarz inequality for the form of a symmetric positive semidefinite matrix `Q`. -/
theorem form_cauchy_schwarz {Q : Matrix n n ℝ} (hs : Q.IsSymm)
    (h0 : ∀ x, 0 ≤ x ⬝ᵥ Q *ᵥ x) (a x : n → ℝ) :
    ((Q *ᵥ a) ⬝ᵥ x) ^ 2 ≤ (a ⬝ᵥ Q *ᵥ a) * (x ⬝ᵥ Q *ᵥ x) := by
  have h : ∀ t : ℝ, 0 ≤ (x ⬝ᵥ Q *ᵥ x) * (t * t) + (2 * ((Q *ᵥ a) ⬝ᵥ x)) * t
      + a ⬝ᵥ Q *ᵥ a := by
    intro t
    have h1 := h0 (a + t • x)
    simp only [Matrix.mulVec_add, Matrix.mulVec_smul, add_dotProduct, dotProduct_add,
      smul_dotProduct, dotProduct_smul, smul_eq_mul] at h1
    have e1 := symm_dot hs a x
    have e2 := dotProduct_comm x (Q *ᵥ a)
    rw [e2, ← e1] at h1
    linarith
  have h2 := discrim_le_zero h
  unfold discrim at h2
  nlinarith

variable [DecidableEq n]

/-- If `v` lies in the range of `P` and `w` in the range of `1 - P`, a sufficiently short step
moving charge from `v` to `w` leaves the density matrix admissible. -/
theorem transfer_isDensity {N : ℝ} {P : Matrix n n ℝ} (hP : IsDensity N P)
    {v w a b : n → ℝ} (hv : v = P *ᵥ a) (hw : w = (1 - P) *ᵥ b) :
    ∃ T : ℝ, 0 < T ∧ ∀ t, 0 ≤ t → t ≤ T → IsDensity N (P + t • transfer v w) := by
  obtain ⟨hs, h0, h1, htr⟩ := hP
  have hs' : (1 - P).IsSymm := Matrix.isSymm_one.sub hs
  have hform : ∀ x, x ⬝ᵥ (1 - P) *ᵥ x = x ⬝ᵥ x - x ⬝ᵥ P *ᵥ x := fun x => by
    rw [Matrix.sub_mulVec, Matrix.one_mulVec, dotProduct_sub]
  have h0' : ∀ x, 0 ≤ x ⬝ᵥ (1 - P) *ᵥ x := fun x => by
    rw [hform]; exact sub_nonneg.2 (h1 x)
  have hA := mul_nonneg (dot_self_nonneg w) (h0 a)
  have hB := mul_nonneg (dot_self_nonneg v) (h0' b)
  have key : ∀ t s q X y : ℝ, 0 ≤ t → 0 ≤ s → 0 ≤ X → y ≤ q * X → t * (s * q) ≤ 1 →
      t * (s * y) ≤ X := by
    intro t s q X y ht hs hX hy hq
    calc t * (s * y) ≤ t * (s * (q * X)) :=
          mul_le_mul_of_nonneg_left (mul_le_mul_of_nonneg_left hy hs) ht
      _ = (t * (s * q)) * X := by ring
      _ ≤ 1 * X := mul_le_mul_of_nonneg_right hq hX
      _ = X := one_mul X
  have hpos : 0 < 1 + (w ⬝ᵥ w) * (a ⬝ᵥ P *ᵥ a) + (v ⬝ᵥ v) * (b ⬝ᵥ (1 - P) *ᵥ b) := by
    linarith
  refine ⟨_, one_div_pos.2 hpos, fun t ht hT => ?_⟩
  rw [le_div_iff₀ hpos] at hT
  have htA := mul_nonneg ht hA
  have htB := mul_nonneg ht hB
  have hq : ∀ x, x ⬝ᵥ (P + t • transfer v w) *ᵥ x = x ⬝ᵥ P *ᵥ x
      + t * ((v ⬝ᵥ v) * (w ⬝ᵥ x) ^ 2 - (w ⬝ᵥ w) * (v ⬝ᵥ x) ^ 2) := fun x => by
    simp only [transfer, Matrix.add_mulVec, Matrix.sub_mulVec, Matrix.smul_mulVec,
      dotProduct_add, dotProduct_sub, dotProduct_smul, outer_form, smul_eq_mul]
  refine ⟨hs.add ((transfer_symm v w).smul t), fun x => ?_, fun x => ?_, ?_⟩
  · -- the charge removed along `v` is available in `P`
    have c := form_cauchy_schwarz hs h0 a x
    rw [← hv] at c
    have k := key t _ _ _ _ ht (dot_self_nonneg w) (h0 x) c (by linarith)
    have k' := mul_nonneg ht (mul_nonneg (dot_self_nonneg v) (sq_nonneg (w ⬝ᵥ x)))
    rw [hq]
    linarith
  · -- the charge added along `w` fits into the holes `1 - P`
    have c := form_cauchy_schwarz hs' h0' b x
    rw [← hw] at c
    have k := key t _ _ _ _ ht (dot_self_nonneg v) (h0' x) c (by linarith)
    have k' := mul_nonneg ht (mul_nonneg (dot_self_nonneg w) (sq_nonneg (v ⬝ᵥ x)))
    rw [hform] at k
    rw [hq]
    linarith
  · have ho : ∀ u : n → ℝ, (vecMulVec u u).trace = u ⬝ᵥ u := fun u => by
      simp only [Matrix.trace, Matrix.diag_apply, vecMulVec_apply, dotProduct]
    simp only [transfer, Matrix.trace_add, Matrix.trace_smul, Matrix.trace_sub, ho, smul_eq_mul,
      htr]
    ring

end

end TransferIsDensity
```

The compiler's answer:

```
Main.lean:96:64: error: linarith failed to find a contradiction
n : Type u_1
inst✝¹ : Fintype n
inst✝ : DecidableEq n
N : ℝ
P : Matrix n n ℝ
v w a b : n → ℝ
hv : v = P *ᵥ a
hw : w = (1 - P) *ᵥ b
hs : P.IsSymm
h0 : ∀ (x : n → ℝ), 0 ≤ x ⬝ᵥ P *ᵥ x
h1 : ∀ (x : n → ℝ), x ⬝ᵥ P *ᵥ x ≤ x ⬝ᵥ x
htr : P.trace = N
hs' : (1 - P).IsSymm
hform : ∀ (x : n → ℝ), x ⬝ᵥ (1 - P) *ᵥ x = x ⬝ᵥ x - x ⬝ᵥ P *ᵥ x
h0' : ∀ (x : n → ℝ), 0 ≤ x ⬝ᵥ (1 - P) *ᵥ x
hA : 0 ≤ w ⬝ᵥ w * a ⬝ᵥ P *ᵥ a
hB : 0 ≤ v ⬝ᵥ v * b ⬝ᵥ (1 - P) *ᵥ b
key : ∀ (t s q X y : ℝ), 0 ≤ t → 0 ≤ s → 0 ≤ X → y ≤ q * X → t * (s * q) ≤ 1 → t * (s * y) ≤ X
hpos : 0 < 1 + w ⬝ᵥ w * a ⬝ᵥ P *ᵥ a + v ⬝ᵥ v * b ⬝ᵥ (1 - P) *ᵥ b
t : ℝ
ht : 0 ≤ t
hT : t * (1 + w ⬝ᵥ w * a ⬝ᵥ P *ᵥ a + v ⬝ᵥ v * b ⬝ᵥ (1 - P) *ᵥ b) ≤ 1
htA : 0 ≤ t * (w ⬝ᵥ w * a ⬝ᵥ P *ᵥ a)
htB : 0 ≤ t * (v ⬝ᵥ v * b ⬝ᵥ (1 - P) *ᵥ b)
hq : ∀ (x : n → ℝ), x ⬝ᵥ (P + t • transfer v w) *ᵥ x = x ⬝ᵥ P *ᵥ x + t * (v ⬝ᵥ v * (w ⬝ᵥ x) ^ 2 - w ⬝ᵥ w * (v ⬝ᵥ x) ^ 2)
x : n → ℝ
c : (v ⬝ᵥ x) ^ 2 ≤ a ⬝ᵥ v * x ⬝ᵥ P *ᵥ x
a✝ : 1 < t * (w ⬝ᵥ w * a ⬝ᵥ v)
⊢ False
failed
Main.lean:103:65: error: linarith failed to find a contradiction
n : Type u_1
inst✝¹ : Fintype n
inst✝ : DecidableEq n
N : ℝ
P : Matrix n n ℝ
v w a b : n → ℝ
hv : v = P *ᵥ a
hw : w = (1 - P) *ᵥ b
hs : P.IsSymm
h0 : ∀ (x : n → ℝ), 0 ≤ x ⬝ᵥ P *ᵥ x
h1 : ∀ (x : n → ℝ), x ⬝ᵥ P *ᵥ x ≤ x ⬝ᵥ x
htr : P.trace = N
hs' : (1 - P).IsSymm
hform : ∀ (x : n → ℝ), x ⬝ᵥ (1 - P) *ᵥ x = x ⬝ᵥ x - x ⬝ᵥ P *ᵥ x
h0' : ∀ (x : n → ℝ), 0 ≤ x ⬝ᵥ (1 - P) *ᵥ x
hA : 0 ≤ w ⬝ᵥ w * a ⬝ᵥ P *ᵥ a
hB : 0 ≤ v ⬝ᵥ v * b ⬝ᵥ (1 - P) *ᵥ b
key : ∀ (t s q X y : ℝ), 0 ≤ t → 0 ≤ s → 0 ≤ X → y ≤ q * X → t * (s * q) ≤ 1 → t * (s * y) ≤ X
hpos : 0 < 1 + w ⬝ᵥ w * a ⬝ᵥ P *ᵥ a + v ⬝ᵥ v * b ⬝ᵥ (1 - P) *ᵥ b
t : ℝ
ht : 0 ≤ t
hT : t * (1 + w ⬝ᵥ w * a ⬝ᵥ P *ᵥ a + v ⬝ᵥ v * b ⬝ᵥ (1 - P) *ᵥ b) ≤ 1
htA : 0 ≤ t * (w ⬝ᵥ w * a ⬝ᵥ P *ᵥ a)
htB : 0 ≤ t * (v ⬝ᵥ v * b ⬝ᵥ (1 - P) *ᵥ b)
hq : ∀ (x : n → ℝ), x ⬝ᵥ (P + t • transfer v w) *ᵥ x = x ⬝ᵥ P *ᵥ x + t * (v ⬝ᵥ v * (w ⬝ᵥ x) ^ 2 - w ⬝ᵥ w * (v ⬝ᵥ x) ^ 2)
x : n → ℝ
c : (w ⬝ᵥ x) ^ 2 ≤ b ⬝ᵥ w * x ⬝ᵥ (1 - P) *ᵥ x
a✝ : 1 < t * (v ⬝ᵥ v * b ⬝ᵥ w)
⊢ False
failed
```

The repair, with which the file compiles:

```diff
@@ -92,6 +92,7 @@
   refine ⟨hs.add ((transfer_symm v w).smul t), fun x => ?_, fun x => ?_, ?_⟩
   · -- the charge removed along `v` is available in `P`
-    have c := form_cauchy_schwarz hs h0 a x
-    rw [← hv] at c
+    have c : (v ⬝ᵥ x) ^ 2 ≤ (a ⬝ᵥ P *ᵥ a) * (x ⬝ᵥ P *ᵥ x) := by
+      have c0 := form_cauchy_schwarz hs h0 a x
+      rwa [← hv] at c0 ⊢
     have k := key t _ _ _ _ ht (dot_self_nonneg w) (h0 x) c (by linarith)
     have k' := mul_nonneg ht (mul_nonneg (dot_self_nonneg v) (sq_nonneg (w ⬝ᵥ x)))
@@ -99,6 +100,7 @@
     linarith
   · -- the charge added along `w` fits into the holes `1 - P`
-    have c := form_cauchy_schwarz hs' h0' b x
-    rw [← hw] at c
+    have c : (w ⬝ᵥ x) ^ 2 ≤ (b ⬝ᵥ (1 - P) *ᵥ b) * (x ⬝ᵥ (1 - P) *ᵥ x) := by
+      have c0 := form_cauchy_schwarz hs' h0' b x
+      rwa [← hw] at c0 ⊢
     have k := key t _ _ _ _ ht (dot_self_nonneg v) (h0' x) c (by linarith)
     have k' := mul_nonneg ht (mul_nonneg (dot_self_nonneg w) (sq_nonneg (v ⬝ᵥ x)))
```

Diagnosis. Both errors are failures of `linarith` to prove the last condition of `key`, a bound by 1 on a product with `t`. In the first, `rw [← hv] at c` was meant to turn `(P *ᵥ a) ⬝ᵥ x` into `v ⬝ᵥ x`, but it replaces every `P *ᵥ a` in `c`, so the factor `a ⬝ᵥ P *ᵥ a` becomes `a ⬝ᵥ v` as well. `key` takes its `q` from `c`, and `linarith` must then bound `t * (w ⬝ᵥ w * a ⬝ᵥ v)`, while `hT` and `htA` speak of `a ⬝ᵥ P *ᵥ a`. The two are equal by `hv`, but that is an equation between vectors, and `linarith` does not rewrite with it inside the dot product. The second error is the same, with `hw`, `b` and `1 - P`.

The repair states the type of `c` outright, with `v` or `w` on the left and the original form kept on the right. Inside its proof, `rwa` rewrites both `c0` and the goal, so they match; the stated type of `c` is unaffected. `q` is then the expression found in `hT`, and the bound follows from `hT`, `ht` and the nonnegativity of the other term.
